# A local energy density $f(n,|\mathbf m|)$ exerts no torque, and $h(n,m_z)$ is rotation invariant only if constant in $m_z$

Does an exchange–correlation energy stay the same when all spins are turned together, and does its field twist the magnetization? Both questions can be asked at a single point of space once the energy density is taken to be a function of the local electron density $n$ and the local magnetization vector $\mathbf m$. This is the choice made here. The density $n$ is a fixed real number, $\mathbf m$ is a vector in $\mathbb R^3$, and two forms are compared: $f(n,|\mathbf m|)$, which uses the length of $\mathbf m$, and $h(n,m_z)$, which uses its component along a fixed axis.

In noncollinear spin-density functional theory, the result says that a local approximation of the first form contributes no local torque to the spin dynamics. It is restricted to energy densities without gradients of $n$ or $\mathbf m$ and without orbital dependence.

```lean
import Mathlib

open Matrix

namespace NoncollinearInvariance

noncomputable section
```

## Magnetization, rotations and torque

The magnetization is a vector with the Euclidean length. Lean counts components from zero, so `m 0`, `m 1` and `m 2` are $m_x$, $m_y$ and $m_z$.

```lean
/-- Magnetization vectors and magnetic fields at a point of space. -/
abbrev Vec := EuclideanSpace ℝ (Fin 3)
```

A proper rotation is a real $3\times3$ matrix $R$ with $R^{\mathsf T}R=1$ and $\det R=1$. Reflections are thereby excluded.

```lean
/-- A proper rotation: an orthogonal real matrix of determinant one. -/
def IsRotation (R : Matrix (Fin 3) (Fin 3) ℝ) : Prop :=
  Rᵀ * R = 1 ∧ R.det = 1
```

The rotation acts on the magnetization by $\mathbf m\mapsto R\mathbf m$ and leaves $n$ alone. It is a turn in spin space; the positions of the electrons do not move.

```lean
/-- The magnetization `m` turned by the matrix `R`. -/
def rotate (R : Matrix (Fin 3) (Fin 3) ℝ) (m : Vec) : Vec :=
  WithLp.toLp 2 (R *ᵥ m.ofLp)
```

The noncollinear energy density is the function $\mathbf m\mapsto f(n,|\mathbf m|)$ at fixed $n$.

```lean
/-- The noncollinear energy density `f(n, |m|)`. -/
def noncollinearEnergy (f : ℝ → ℝ → ℝ) (n : ℝ) (m : Vec) : ℝ := f n ‖m‖
```

The collinear one is $\mathbf m\mapsto h(n,m_z)$. With $\mathbf m$ measured in units of the Bohr magneton and up to sign, $m_z$ is the difference of the spin-up and spin-down densities.

```lean
/-- The collinear energy density `h(n, m_z)`. -/
def collinearEnergy (h : ℝ → ℝ → ℝ) (n : ℝ) (m : Vec) : ℝ := h n (m 2)
```

The field $\mathbf B$ is the gradient of the energy density with respect to $\mathbf m$, without the minus sign that some texts include. The local torque is $\mathbf m\times\mathbf B$, and reversing the sign of $\mathbf B$ does not affect whether it vanishes.

```lean
/-- The local torque `m × B` of a field `B` on the magnetization `m`. -/
def torque (m B : Vec) : Fin 3 → ℝ := crossProduct m.ofLp B.ofLp
```

Two families of explicit rotations are enough for everything below. They are written with a cosine $c$ and a sine $s$ instead of an angle. The first turns about the z axis:
$$(x,y,z)\mapsto(cx+sy,\;cy-sx,\;z).$$

```lean
/-- The matrix of a turn about the z axis with cosine `c` and sine `s`. -/
def rotZ (c s : ℝ) : Matrix (Fin 3) (Fin 3) ℝ := !![c, s, 0; -s, c, 0; 0, 0, 1]
```

The second turns about the y axis:
$$(x,y,z)\mapsto(cx-sz,\;y,\;sx+cz).$$
In both, a positive angle turns in the opposite sense to the usual textbook matrix. In $f(n,s)$ and $h(n,s)$, by contrast, the letter $s$ stands for the magnetization argument.

```lean
/-- The matrix of a turn about the y axis with cosine `c` and sine `s`. -/
def rotY (c s : ℝ) : Matrix (Fin 3) (Fin 3) ℝ := !![c, 0, -s; 0, 1, 0; s, 0, c]
```

## Rotations preserve the length

The length is the root of a scalar product,
$$|\mathbf m|=\sqrt{m_x^2+m_y^2+m_z^2}=\sqrt{\mathbf m\cdot\mathbf m}.$$

```lean
/-- The length of the magnetization is the root of its scalar product with itself. -/
theorem norm_eq_sqrt (m : Vec) : ‖m‖ = √(m.ofLp ⬝ᵥ m.ofLp) := by
  have h : ∑ i, ‖m i‖ ^ 2 = m.ofLp ⬝ᵥ m.ofLp := by
    simp only [dotProduct, Real.norm_eq_abs, sq_abs]
    exact Finset.sum_congr rfl (fun i _ => sq _)
  rw [EuclideanSpace.norm_eq, h]
```

For a rotation $R$, moving one factor across the scalar product gives
$$(R\mathbf m)\cdot(R\mathbf m)=\mathbf m\cdot(R^{\mathsf T}R\,\mathbf m)=\mathbf m\cdot\mathbf m,$$
and taking roots gives $|R\mathbf m|=|\mathbf m|$. The `calc` block is this chain of equalities; only the orthogonality `hR.1` is used.

```lean
/-- A rotation leaves the length of the magnetization unchanged. -/
theorem norm_rotate {R : Matrix (Fin 3) (Fin 3) ℝ} (hR : IsRotation R) (m : Vec) :
    ‖rotate R m‖ = ‖m‖ := by
  have h : (R *ᵥ m.ofLp) ⬝ᵥ (R *ᵥ m.ofLp) = m.ofLp ⬝ᵥ m.ofLp := by
    calc (R *ᵥ m.ofLp) ⬝ᵥ (R *ᵥ m.ofLp)
        = (m.ofLp ᵥ* Rᵀ) ⬝ᵥ (R *ᵥ m.ofLp) := by rw [Matrix.vecMul_transpose]
      _ = m.ofLp ⬝ᵥ (Rᵀ *ᵥ (R *ᵥ m.ofLp)) := (Matrix.dotProduct_mulVec _ _ _).symm
      _ = m.ofLp ⬝ᵥ m.ofLp := by rw [Matrix.mulVec_mulVec, hR.1, Matrix.one_mulVec]
  rw [norm_eq_sqrt, norm_eq_sqrt m]
  exact congrArg Real.sqrt h
```

## Turning any magnetization onto the z axis

The explicit matrices must first be shown to be rotations. For the turn about z, the diagonal entries of $R^{\mathsf T}R$ are $c^2+s^2$, $c^2+s^2$ and $1$. The off-diagonal entries are zero or $cs-sc=0$, and the determinant is $c^2+s^2$. All conditions therefore follow from $c^2+s^2=1$. The proof checks the matrix entry by entry, and then checks the action on $(x,y,z)$ component by component.

```lean
/-- If `c² + s² = 1`, the turn about z is a rotation, and it mixes the x and y components. -/
theorem rotZ_spec {c s : ℝ} (h : c ^ 2 + s ^ 2 = 1) :
    IsRotation (rotZ c s) ∧ ∀ x y z : ℝ,
      rotate (rotZ c s) !₂[x, y, z] = !₂[c * x + s * y, c * y - s * x, z] := by
  refine ⟨⟨?_, ?_⟩, fun x y z => ?_⟩
  · ext i j
    fin_cases i <;> fin_cases j <;>
      simp [rotZ, Matrix.mul_apply, Fin.sum_univ_three] <;> linarith
  · simp [rotZ, Matrix.det_fin_three]
    linarith
  · ext i
    fin_cases i <;>
      simp [rotate, rotZ] <;> ring
```

The turn about y passes the same check, with the roles of the axes exchanged.

```lean
/-- If `c² + s² = 1`, the turn about y is a rotation, and it mixes the x and z components. -/
theorem rotY_spec {c s : ℝ} (h : c ^ 2 + s ^ 2 = 1) :
    IsRotation (rotY c s) ∧ ∀ x y z : ℝ,
      rotate (rotY c s) !₂[x, y, z] = !₂[c * x - s * z, y, s * x + c * z] := by
  refine ⟨⟨?_, ?_⟩, fun x y z => ?_⟩
  · ext i j
    fin_cases i <;> fin_cases j <;>
      simp [rotY, Matrix.mul_apply, Fin.sum_univ_three] <;> linarith
  · simp [rotY, Matrix.det_fin_three]
    linarith
  · ext i
    fin_cases i <;>
      simp [rotate, rotY] <;> ring
```

Given a plane vector $(a,b)$ of length $r=\sqrt{a^2+b^2}>0$, take $c=a/r$ and $s=b/r$. Then
$$c^2+s^2=\frac{a^2+b^2}{r^2}=1,\qquad ca+sb=\frac{a^2+b^2}{r}=r,\qquad cb-sa=\frac{ab-ba}{r}=0.$$
If $r=0$, both components vanish and $c=1$, $s=0$ will do. The proof splits into these two cases.

```lean
/-- Every vector `(a, b)` of a plane can be turned onto the first axis. -/
theorem exists_turn (a b : ℝ) : ∃ c s : ℝ, c ^ 2 + s ^ 2 = 1 ∧
    c * a + s * b = √(a ^ 2 + b ^ 2) ∧ c * b - s * a = 0 := by
  obtain ⟨r, hr⟩ : ∃ r, r = √(a ^ 2 + b ^ 2) := ⟨_, rfl⟩
  have hr2 : r ^ 2 = a ^ 2 + b ^ 2 := by rw [hr, Real.sq_sqrt (by positivity)]
  rw [← hr]
  by_cases h0 : r = 0
  · rw [h0] at hr2
    have ha : a = 0 := pow_eq_zero_iff two_ne_zero |>.mp (by nlinarith [sq_nonneg a, sq_nonneg b])
    have hb : b = 0 := pow_eq_zero_iff two_ne_zero |>.mp (by nlinarith [sq_nonneg a, sq_nonneg b])
    exact ⟨1, 0, by norm_num, by simp [ha, h0], by simp [hb]⟩
  · refine ⟨a / r, b / r, ?_, ?_, by ring⟩
    · rw [div_pow, div_pow, ← add_div, ← hr2, div_self (pow_ne_zero 2 h0)]
    · have e : a / r * a + b / r * b = (a ^ 2 + b ^ 2) / r := by ring
      rw [e, ← hr2, sq, mul_div_assoc, div_self h0, mul_one]
```

Now let $F(\mathbf m)$ be any energy density at fixed $n$, with no continuity assumed, and suppose that it is invariant under all rotations. Put $\rho=\sqrt{m_x^2+m_y^2}$. A turn about z, chosen for the plane vector $(m_x,m_y)$, gives
$$(m_x,m_y,m_z)\mapsto(\rho,0,m_z).$$
A turn about y, with cosine $c'$ and sine $s'$ chosen for the plane vector $(m_z,\rho)$, then gives
$$(\rho,0,m_z)\mapsto(c'\rho-s'm_z,\;0,\;s'\rho+c'm_z)=(0,0,|\mathbf m|),$$
since $m_z^2+\rho^2=|\mathbf m|^2$. Invariance under both turns yields $F(\mathbf m)=F(0,0,|\mathbf m|)$, which is a function $g(|\mathbf m|)$ with $g(r)=F(0,0,r)$. Conversely, any $g(|\mathbf m|)$ is invariant because rotations preserve the length.

The theorem states this equivalence for functions on all of $\mathbb R^3$. Applied at each $n$, it shows that $f(n,|\mathbf m|)$ is the general form of a rotation-invariant local density. In the proof, `e1` and `e2` are the two turns.

```lean
/-- An energy density of the magnetization is invariant under all rotations exactly when it
is a function of the length `|m|` alone. -/
theorem invariant_iff_norm (F : Vec → ℝ) :
    (∀ R, IsRotation R → ∀ m, F (rotate R m) = F m) ↔ ∃ g : ℝ → ℝ, ∀ m, F m = g ‖m‖ := by
  constructor
  · intro hF
    refine ⟨fun r => F !₂[0, 0, r], fun m => ?_⟩
    have hm : m = !₂[m 0, m 1, m 2] := by
      ext i
      fin_cases i <;> rfl
    -- turn about z until the y component is gone, then about y until m lies along z
    obtain ⟨c, s, h1, h2, h3⟩ := exists_turn (m 0) (m 1)
    obtain ⟨c', s', k1, k2, k3⟩ := exists_turn (m 2) (√(m 0 ^ 2 + m 1 ^ 2))
    have hn : √(m 2 ^ 2 + √(m 0 ^ 2 + m 1 ^ 2) ^ 2) = ‖m‖ := by
      rw [norm_eq_sqrt, Real.sq_sqrt (by positivity)]
      congr 1
      simp only [dotProduct, Fin.sum_univ_three]
      ring
    have e1 : rotate (rotZ c s) m = !₂[√(m 0 ^ 2 + m 1 ^ 2), 0, m 2] := by
      conv_lhs => rw [hm]
      rw [(rotZ_spec h1).2, h2, h3]
    have e2 : rotate (rotY c' s') (rotate (rotZ c s) m) = !₂[0, 0, ‖m‖] := by
      rw [e1, (rotY_spec k1).2, k3, add_comm (s' * _), k2, hn]
    change F m = F !₂[0, 0, ‖m‖]
    rw [← e2, hF _ (rotY_spec k1).1, hF _ (rotZ_spec h1).1]
  · rintro ⟨g, hg⟩ R hR m
    rw [hg, hg, norm_rotate hR]
```

## The field is parallel to the magnetization

Let $f(n,\cdot)$ have slope $f_s$ at the value $|\mathbf m|$, and let $\mathbf m\neq0$. For a small change $\mathbf v$ of the magnetization, $|\mathbf m|^2$ changes to first order by $2\,\mathbf m\cdot\mathbf v$. The chain rule for the square root gives
$$\delta|\mathbf m|=\frac{2\,\mathbf m\cdot\mathbf v}{2|\mathbf m|}=\frac{\mathbf m\cdot\mathbf v}{|\mathbf m|}.$$
A second use of the chain rule gives
$$\delta f=f_s\,\frac{\mathbf m\cdot\mathbf v}{|\mathbf m|},\qquad\text{so}\qquad \mathbf B=\frac{f_s}{|\mathbf m|}\,\mathbf m .$$
The torque is then
$$\mathbf m\times\mathbf B=\frac{f_s}{|\mathbf m|}\,\mathbf m\times\mathbf m=0.$$

In the formal statement, `HasDerivAt (f n) fs ‖m‖` asks for differentiability in the second argument at this one value only. `HasGradientAt` says that the gradient exists and equals the given vector. The second half of the conclusion concerns every `B` that is a gradient of the energy density at `m`. At $\mathbf m=0$ a nonzero slope would leave a conical point, where no gradient exists.

In the proof, `h1` is the derivative of the length, with `innerSL ℝ m` standing for the map $\mathbf v\mapsto\mathbf m\cdot\mathbf v$, and `h2` is the second chain rule. Uniqueness of the gradient identifies any `B` with the vector found, and `cross_self` supplies $\mathbf m\times\mathbf m=0$.

```lean
/-- If `f(n, s)` has slope `fs` in `s` at `s = |m|` and `m` is nonzero, the gradient of
`f(n, |m|)` in `m` is `fs m / |m|`, and the local torque of the gradient field vanishes. -/
theorem noncollinear_gradient_and_torque (f : ℝ → ℝ → ℝ) (n fs : ℝ) (m : Vec) (hm : m ≠ 0)
    (hf : HasDerivAt (f n) fs ‖m‖) :
    HasGradientAt (noncollinearEnergy f n) ((fs / ‖m‖) • m) m ∧
      ∀ B, HasGradientAt (noncollinearEnergy f n) B m → torque m B = 0 := by
  -- the length is differentiable away from zero
  have h1 : HasFDerivAt (fun x : Vec => ‖x‖) ((1 / ‖m‖) • innerSL ℝ m) m := by
    have h : HasFDerivAt (fun x : Vec => √(‖x‖ ^ 2))
        ((1 / (2 * √(‖m‖ ^ 2))) • ((2 : ℕ) • innerSL ℝ m)) m :=
      (hasStrictFDerivAt_norm_sq m).hasFDerivAt.sqrt
        (pow_ne_zero 2 (norm_ne_zero_iff.mpr hm))
    simp only [Real.sqrt_sq (norm_nonneg _)] at h
    refine h.congr_fderiv ?_
    module
  have hg : HasGradientAt (noncollinearEnergy f n) ((fs / ‖m‖) • m) m := by
    rw [hasGradientAt_iff_hasFDerivAt]
    have h2 : HasFDerivAt (noncollinearEnergy f n)
        (fs • ((1 / ‖m‖) • innerSL ℝ m)) m := hf.comp_hasFDerivAt m h1
    refine h2.congr_fderiv (ContinuousLinearMap.ext fun v => ?_)
    simp
    ring
  refine ⟨hg, fun B hB => ?_⟩
  -- the field is parallel to the magnetization
  rw [hB.unique hg]
  simp [torque, cross_self]
```

## The collinear form can exert a torque

Let $h(n,\cdot)$ have slope $h_s$ at $m_z$. A small change $\mathbf v$ alters the energy density by $h_s v_z$, so that
$$\mathbf B=(0,0,h_s),\qquad \mathbf m\times\mathbf B=(h_s m_y,\,-h_s m_x,\,0).$$
This torque is nonzero whenever $h_s\neq0$ and $m_x$, $m_y$ are not both zero. It is perpendicular to both $\mathbf m$ and the z axis, so in the spin dynamics, where it sets the rate of change of $\mathbf m$, it contributes a precession about the z axis and does not change $m_z$. It reflects the choice of axis in the functional. The proof applies the chain rule to the projection $\mathbf m\mapsto m_z$, which is linear and so is its own derivative; the cross product is then computed by components.

```lean
/-- If `h(n, s)` has slope `hs` in `s` at `s = m_z`, the gradient of `h(n, m_z)` in `m` is
`(0, 0, hs)`, and its local torque is `(hs m_y, -hs m_x, 0)`. -/
theorem collinear_gradient_and_torque (h : ℝ → ℝ → ℝ) (n hs : ℝ) (m : Vec)
    (hh : HasDerivAt (h n) hs (m 2)) :
    HasGradientAt (collinearEnergy h n) !₂[0, 0, hs] m ∧
      torque m !₂[0, 0, hs] = ![hs * m 1, -(hs * m 0), 0] := by
  constructor
  · have hp : HasFDerivAt (fun x : Vec => x 2)
        (EuclideanSpace.proj (2 : Fin 3) : Vec →L[ℝ] ℝ) m :=
      (EuclideanSpace.proj (2 : Fin 3) : Vec →L[ℝ] ℝ).hasFDerivAt
    rw [hasGradientAt_iff_hasFDerivAt]
    have h2 : HasFDerivAt (collinearEnergy h n)
        (hs • (EuclideanSpace.proj (2 : Fin 3) : Vec →L[ℝ] ℝ)) m :=
      hh.comp_hasFDerivAt m hp
    refine h2.congr_fderiv (ContinuousLinearMap.ext fun v => ?_)
    simp [PiLp.inner_apply, Fin.sum_univ_three, mul_comm]
  · simp [torque, cross_apply, mul_comm]
```

## Invariance leaves no dependence on $m_z$

The two spin densities at a point, taken along the direction of $\mathbf m$, are $(n\pm|\mathbf m|)/2$. Neither can be negative, so physical magnetizations satisfy $|\mathbf m|\le n$, and invariance is required only for these.

Suppose that $h(n,m_z)$ is invariant, and take $|s|\le n$. The vector $(0,0,s)$ has length $|s|$ and is therefore admissible. The quarter turn about y, with cosine 0 and sine 1, maps it to $(-s,0,0)$, whose z component is zero. Hence
$$h(n,s)=h(n,0).$$
Conversely, let $h(n,\cdot)$ be constant on $|s|\le n$. For an admissible $\mathbf m$ and a rotation $R$,
$$|m_z|\le|\mathbf m|\le n,\qquad |(R\mathbf m)_z|\le|R\mathbf m|=|\mathbf m|\le n,$$
so both energies equal $h(n,0)$.

The theorem is an equivalence at one fixed $n$, and $h$ may still depend on $n$. No regularity of $h$ is assumed. The sign of $n$ is left free as well: for $n<0$ no magnetization is admissible, and both sides hold trivially. In the proof, `e` is the invariance under the quarter turn, and `bound` is the estimate $|v_z|\le|\mathbf v|\le n$.

```lean
/-- On magnetizations with `|m| ≤ n`, the collinear density `h(n, m_z)` is invariant under all
rotations exactly when `h(n, s)` is constant for `|s| ≤ n`. -/
theorem collinear_invariant_iff_constant (h : ℝ → ℝ → ℝ) (n : ℝ) :
    (∀ R, IsRotation R → ∀ m : Vec, ‖m‖ ≤ n →
      collinearEnergy h n (rotate R m) = collinearEnergy h n m) ↔
    ∀ s, |s| ≤ n → h n s = h n 0 := by
  constructor
  · intro H s hs
    have hnorm : ‖(!₂[0, 0, s] : Vec)‖ = |s| := by
      rw [norm_eq_sqrt, ← Real.sqrt_mul_self_eq_abs]
      congr 1
      simp [dotProduct, Fin.sum_univ_three]
    -- a quarter turn about y takes the z axis into the plane m_z = 0
    have q : (0 : ℝ) ^ 2 + 1 ^ 2 = 1 := by norm_num
    have e := H _ (rotY_spec q).1 !₂[0, 0, s] (hnorm.le.trans hs)
    rw [(rotY_spec q).2] at e
    simpa [collinearEnergy] using e.symm
  · intro H R hR m hm
    have bound : ∀ v : Vec, ‖v‖ ≤ n → |v 2| ≤ n := fun v hv =>
      (PiLp.norm_apply_le v 2).trans hv
    change h n (rotate R m 2) = h n (m 2)
    rw [H _ (bound _ ((norm_rotate hR m).le.trans hm)), H _ (bound m hm)]

end

end NoncollinearInvariance
```

For the torque, one step separates the pointwise statements from a functional of a whole system. For $E=\int f(n(\mathbf r),|\mathbf m(\mathbf r)|)\,d^3r$, the field is the functional derivative $\delta E/\delta\mathbf m(\mathbf r)$, and its identification with the gradient at each point is the usual calculation for a local functional, which is taken over here without proof.

```lean
#print axioms NoncollinearInvariance.invariant_iff_norm
#print axioms NoncollinearInvariance.noncollinear_gradient_and_torque
#print axioms NoncollinearInvariance.collinear_gradient_and_torque
#print axioms NoncollinearInvariance.collinear_invariant_iff_constant
```

```
'NoncollinearInvariance.invariant_iff_norm' depends on axioms: [propext, Classical.choice, Quot.sound]
'NoncollinearInvariance.noncollinear_gradient_and_torque' depends on axioms: [propext, Classical.choice, Quot.sound]
'NoncollinearInvariance.collinear_gradient_and_torque' depends on axioms: [propext, Classical.choice, Quot.sound]
'NoncollinearInvariance.collinear_invariant_iff_constant' depends on axioms: [propext, Classical.choice, Quot.sound]
```
